# For bosons with nonnegative, spin-independent exchange weights, more internal states never lower the mean cycle number

## Too much exchange from spinless weights

Suppose a path-integral simulation of a fixed number N of bosons with two equivalent, freely populated spin states samples permutations with the spinless weights and accounts for spin by an overall factor 2^N. That factor drops out of every average, so the simulation reports the exchange statistics of a one-component gas. Take two particles in the low-temperature limit where identity and swap have equal spatial weight: the simulation finds an exchange half of the time. The correct spin factors are 4 and 2, and the correct fraction is one third.

The spin factor depends on the permutation. Let W(σ) be the spatial weight of a permutation σ of N particles: the thermal density matrix of distinguishable particles, taken between a configuration and its permuted copy and integrated over configurations. If the Hamiltonian does not act on the s internal states and every assignment of them to the particles is allowed with equal weight, the spin trace multiplies W(σ) by the number of spin labellings that σ leaves unchanged. Such a labelling is constant along each exchange cycle and otherwise free. With c(σ) cycles, unexchanged particles included, the weight is

W(σ) s^c(σ).

## What is claimed about the cycle number

Write Z(s) = Σ_σ W(σ) s^c(σ) and

⟨A⟩ = Σ_σ W(σ) s^c(σ) A(σ) / Z(s).

Z(s) is N! times the canonical partition function; the factor N! cancels in averages. Assume W(σ) ≥ 0 for all σ and W(1) > 0, where 1 is the identity. The first condition holds for particles with the ordinary kinetic energy p²/2m and a real potential energy that depends only on the positions, without a magnetic field or rotation, since the density matrix that defines W is then nonnegative. The second says that paths on which every particle returns to its own starting point contribute. Then, for s > 0,

d⟨c⟩/ds = Var(c)/s ≥ 0, and ⟨c⟩ → N as s → ∞.

In Lean this is `meanCycles_deriv_and_limit`. The particles are the elements of a finite type `α`, N is `Fintype.card α`, and `W` is a real function on `Equiv.Perm α`. `HasDerivAt` says both that the derivative exists and what it is, and `Tendsto ... atTop` is the limit of large s. The number s is real, so that one can differentiate; `card_spin_labellings` derives the factor s^c for whole numbers of states.

Two further theorems say in what sense the gas approaches distinguishable particles as s grows. `tendsto_average` says that the average of every permutation observable tends to its value at the identity, and `noExchangeProb_mono` says that the probability of no exchange does not decrease with s. A spatial observable fits in by letting A(σ) be its average over the paths with permutation σ.

The weights are given, not computed from a Hamiltonian, and they do not depend on s. Spin-dependent interactions, Zeeman shifts and fixed populations of the components therefore lie beyond this model. The limit is taken at fixed N and fixed W, with no rate of convergence.

## The derivative is a covariance

For an observable A let S_A(s) = Σ_σ W(σ) s^c(σ) A(σ), so that ⟨A⟩ = S_A/Z. Since d(s^c)/ds = c s^c/s,

S_A′ = S_Ac/s and Z′ = S_c/s.

The quotient rule gives

d⟨A⟩/ds = (S_Ac Z − S_A S_c)/(s Z²) = (⟨Ac⟩ − ⟨A⟩⟨c⟩)/s.

For A = c the bracket is ⟨c²⟩ − ⟨c⟩². With m = ⟨c⟩, expanding the square gives

Var(c) = ⟨(c − m)²⟩ = ⟨c²⟩ − 2m·m + m² = ⟨c²⟩ − ⟨c⟩²,

so the bracket is the variance. It is an average of squares with nonnegative weights, hence nonnegative.

## Only the identity survives at large s

Every cycle contains at least one particle, so c(σ) ≤ N. Equality means that each cycle is a single particle, which is the identity. Divide S_A and Z by s^N. The ratio s^c(σ)/s^N equals 1 for the identity and tends to 0 for every other permutation. Hence

⟨A⟩ → W(1)A(1)/W(1) = A(1),

and A = c gives the limit N.

The probability of no exchange is p(s) = W(1)s^N/Z(s). For 0 < s ≤ t, cross-multiplying turns p(s) ≤ p(t) into

Σ_σ W(1)W(σ) s^N t^c(σ) ≤ Σ_σ W(1)W(σ) t^N s^c(σ).

This holds term by term: with d = N − c(σ), both sides contain s^c(σ) t^c(σ), multiplied by s^d on the left and by t^d on the right.

## A factor of s in the permutation move

In path-integral Monte Carlo that samples the weights W(σ) s^c(σ), with the spin labels already summed out, a move that exchanges the ends of two particle paths multiplies the permutation by a transposition. This either joins two cycles or splits one. The ratio of target weights in the acceptance probability therefore acquires a factor 1/s for a join and s for a split. With two spin states, joining two cycles carries an extra factor 1/2.

## The complete Lean file

```lean
import Mathlib

open Filter Topology

noncomputable section

namespace MulticomponentBosons

variable {α : Type*} [Fintype α]

/-- Two particles are equivalent when they lie on the same exchange cycle of `σ`. -/
def cycleSetoid (σ : Equiv.Perm α) : Setoid α where
  r := σ.SameCycle
  iseqv := ⟨fun x => Equiv.Perm.SameCycle.refl σ x, fun h => h.symm, fun h k => h.trans k⟩

/-- The number of exchange cycles of `σ`, with each unexchanged particle counted as a cycle. -/
def cycleCount (σ : Equiv.Perm α) : ℕ := Nat.card (Quotient (cycleSetoid σ))

/-- The number of ways to give each particle one of `k` internal states so that `σ` leaves
the labelling unchanged is `k` to the number of cycles. -/
theorem card_spin_labellings (σ : Equiv.Perm α) (k : ℕ) :
    Nat.card {f : α → Fin k // ∀ x, f (σ x) = f x} = k ^ cycleCount σ := by
  have hn : ∀ f : α → Fin k, (∀ x, f (σ x) = f x) →
      ∀ (n : ℕ) (x : α), f ((σ ^ n) x) = f x := by
    intro f hf n
    induction n with
    | zero => intro x; simp
    | succ n ih => intro x; rw [pow_succ, Equiv.Perm.mul_apply, ih, hf]
  -- an invariant labelling is constant along each cycle
  have hc : ∀ f : α → Fin k, (∀ x, f (σ x) = f x) →
      ∀ x y, σ.SameCycle x y → f x = f y := by
    rintro f hf x y ⟨i, rfl⟩
    obtain ⟨n, rfl | rfl⟩ := i.eq_nat_or_neg
    · rw [zpow_natCast, hn f hf]
    · rw [zpow_neg, zpow_natCast]
      have e : (σ ^ n) ((σ ^ n)⁻¹ x) = x := by
        rw [← Equiv.Perm.mul_apply, mul_inv_cancel, Equiv.Perm.one_apply]
      have h := hn f hf n ((σ ^ n)⁻¹ x)
      rwa [e] at h
  have hs : ∀ x, σ.SameCycle x (σ x) := fun x => ⟨1, by simp⟩
  let e : {f : α → Fin k // ∀ x, f (σ x) = f x} ≃ (Quotient (cycleSetoid σ) → Fin k) :=
    { toFun := fun f => Quotient.lift f.1 (fun x y h => hc f.1 f.2 x y h)
      invFun := fun g => ⟨fun x => g (Quotient.mk (cycleSetoid σ) x), fun x =>
        congrArg g (Quotient.sound (s := cycleSetoid σ) (hs x).symm)⟩
      left_inv := fun f => rfl
      right_inv := fun g => by
        funext q
        induction q using Quotient.inductionOn
        rfl }
  rw [Nat.card_congr e, Nat.card_fun, cycleCount]
  simp

/-- A permutation of `N` particles has at most `N` cycles. -/
theorem cycleCount_le (σ : Equiv.Perm α) : cycleCount σ ≤ Fintype.card α := by
  let _ : Fintype (Quotient (cycleSetoid σ)) := Fintype.ofFinite _
  rw [cycleCount, Nat.card_eq_fintype_card]
  exact Fintype.card_le_of_surjective (Quotient.mk (cycleSetoid σ)) Quotient.mk_surjective

/-- Only the identity permutation has as many cycles as there are particles. -/
theorem cycleCount_eq_card_iff (σ : Equiv.Perm α) :
    cycleCount σ = Fintype.card α ↔ σ = 1 := by
  rw [← Nat.card_eq_fintype_card]
  have hsurj : Function.Surjective (Quotient.mk (cycleSetoid σ)) := Quotient.mk_surjective
  constructor
  · intro h
    have hb := hsurj.bijective_of_nat_card_le h.ge
    ext x
    have hx : σ.SameCycle (σ x) x := Equiv.Perm.SameCycle.symm ⟨1, by simp⟩
    exact hb.1 (Quotient.sound (s := cycleSetoid σ) hx)
  · rintro rfl
    refine (Nat.card_eq_of_bijective _ ⟨fun x y h => ?_, hsurj⟩).symm
    obtain ⟨i, hi⟩ : (1 : Equiv.Perm α).SameCycle x y := Quotient.exact h
    simpa using hi

variable [DecidableEq α]

/-- The partition function: each permutation weight is multiplied by `s ^ c`. -/
def partitionFn (W : Equiv.Perm α → ℝ) (s : ℝ) : ℝ := ∑ σ, W σ * s ^ cycleCount σ

/-- The average of a permutation observable `A` with `s` internal states, meaningful where
the partition function is nonzero. -/
def average (W A : Equiv.Perm α → ℝ) (s : ℝ) : ℝ :=
  (∑ σ, W σ * s ^ cycleCount σ * A σ) / partitionFn W s

/-- The mean number of cycles, meaningful where the partition function is nonzero. -/
def meanCycles (W : Equiv.Perm α → ℝ) (s : ℝ) : ℝ :=
  average W (fun σ => (cycleCount σ : ℝ)) s

/-- The average squared deviation of the number of cycles from its mean, meaningful where the
partition function is nonzero. It is a variance in the usual sense when the terms `W σ * s ^ c` are
also nonnegative. -/
def varCycles (W : Equiv.Perm α → ℝ) (s : ℝ) : ℝ :=
  average W (fun σ => ((cycleCount σ : ℝ) - meanCycles W s) ^ 2) s

/-- The average of the indicator of the identity permutation. It is the probability that no
particles are exchanged when the terms `W σ * s ^ c` are nonnegative and the partition function is
nonzero. -/
def noExchangeProb (W : Equiv.Perm α → ℝ) (s : ℝ) : ℝ :=
  average W (fun σ => if σ = 1 then 1 else 0) s

variable {W : Equiv.Perm α → ℝ} {s : ℝ}

/-- For `s > 0`, nonnegative weights and a positive identity weight, the partition function
is positive. -/
theorem partitionFn_pos (hW : ∀ σ, 0 ≤ W σ) (h1 : 0 < W 1) (hs : 0 < s) :
    0 < partitionFn W s :=
  Finset.sum_pos' (fun σ _ => mul_nonneg (hW σ) (pow_nonneg hs.le _))
    ⟨1, Finset.mem_univ _, mul_pos h1 (pow_pos hs _)⟩

/-- Where `s` and the partition function are nonzero, the `s`-derivative of the average of any
observable is its covariance with the cycle number, divided by `s`. -/
theorem hasDerivAt_average (A : Equiv.Perm α → ℝ) (hs : s ≠ 0) (hZ0 : partitionFn W s ≠ 0) :
    HasDerivAt (average W A)
      ((average W (fun σ => A σ * cycleCount σ) s - average W A s * meanCycles W s) / s) s := by
  have hp : ∀ n : ℕ, HasDerivAt (fun t : ℝ => t ^ n) (s ^ n * n / s) s := by
    intro n
    refine (hasDerivAt_pow n s).congr_deriv ?_
    cases n with
    | zero => simp
    | succ n =>
      rw [Nat.add_sub_cancel, pow_succ, eq_div_iff hs]
      ring
  -- each derivative of a weighted sum brings down one factor c / s
  have hN : ∀ B : Equiv.Perm α → ℝ,
      HasDerivAt (fun t : ℝ => ∑ σ, W σ * t ^ cycleCount σ * B σ)
        ((∑ σ, W σ * s ^ cycleCount σ * (B σ * cycleCount σ)) / s) s := by
    intro B
    have h : HasDerivAt (fun t : ℝ => ∑ σ, W σ * t ^ cycleCount σ * B σ)
        (∑ σ, W σ * (s ^ cycleCount σ * cycleCount σ / s) * B σ) s :=
      HasDerivAt.fun_sum fun σ _ => ((hp (cycleCount σ)).const_mul (W σ)).mul_const (B σ)
    refine h.congr_deriv ?_
    rw [Finset.sum_div]
    exact Finset.sum_congr rfl fun σ _ => by ring
  have hZ : HasDerivAt (partitionFn W)
      ((∑ σ, W σ * s ^ cycleCount σ * (cycleCount σ : ℝ)) / s) s := by
    have h := hN (fun _ => 1)
    simp only [mul_one, one_mul] at h
    exact h
  have h : HasDerivAt (average W A) _ s := (hN A).fun_div hZ hZ0
  have alg : ∀ a b m z : ℝ, z ≠ 0 →
      (a / s * z - b * (m / s)) / z ^ 2 = (a / z - b / z * (m / z)) / s := by
    intro a b m z hz
    linear_combination (a * s⁻¹ * z⁻¹) * mul_inv_cancel₀ hz
  exact h.congr_deriv (alg _ _ _ _ hZ0)

/-- Where the partition function is nonzero, the variance of the cycle number is the mean
square minus the squared mean. -/
theorem varCycles_eq (hZ0 : partitionFn W s ≠ 0) :
    varCycles W s = average W (fun σ => (cycleCount σ : ℝ) * cycleCount σ) s
      - meanCycles W s * meanCycles W s := by
  have h : ∀ m : ℝ, ∑ σ, W σ * s ^ cycleCount σ * ((cycleCount σ : ℝ) - m) ^ 2
      = ∑ σ, W σ * s ^ cycleCount σ * ((cycleCount σ : ℝ) * cycleCount σ)
        - 2 * m * ∑ σ, W σ * s ^ cycleCount σ * (cycleCount σ : ℝ)
        + m ^ 2 * partitionFn W s := by
    intro m
    rw [partitionFn, Finset.mul_sum, Finset.mul_sum, ← Finset.sum_sub_distrib,
      ← Finset.sum_add_distrib]
    exact Finset.sum_congr rfl fun σ _ => by ring
  have alg : ∀ q M z : ℝ, z ≠ 0 →
      (q - 2 * (M / z) * M + (M / z) ^ 2 * z) / z = q / z - M / z * (M / z) := by
    intro q M z hz
    linear_combination (M ^ 2 * z⁻¹ ^ 2) * mul_inv_cancel₀ hz
  unfold varCycles average
  rw [h]
  exact alg _ _ _ hZ0

/-- If the identity has nonzero weight, the average of every permutation observable tends to
its value at the identity as the number of internal states grows. -/
theorem tendsto_average (A : Equiv.Perm α → ℝ) (h1 : W 1 ≠ 0) :
    Tendsto (average W A) atTop (𝓝 (A 1)) := by
  -- relative to s ^ N, only the identity survives
  have hr : ∀ σ : Equiv.Perm α, Tendsto (fun t : ℝ => t ^ cycleCount σ / t ^ Fintype.card α)
      atTop (𝓝 (if σ = 1 then 1 else 0)) := by
    intro σ
    by_cases h : σ = 1
    · rw [if_pos h, (cycleCount_eq_card_iff σ).2 h]
      refine tendsto_const_nhds.congr' ?_
      filter_upwards [eventually_gt_atTop (0 : ℝ)] with t ht
      exact (div_self (pow_pos ht _).ne').symm
    · rw [if_neg h]
      exact tendsto_pow_div_pow_atTop_zero
        (lt_of_le_of_ne (cycleCount_le σ) fun e => h ((cycleCount_eq_card_iff σ).1 e))
  have hB : ∀ B : Equiv.Perm α → ℝ, Tendsto
      (fun t : ℝ => (∑ σ, W σ * t ^ cycleCount σ * B σ) / t ^ Fintype.card α)
      atTop (𝓝 (W 1 * B 1)) := by
    intro B
    have h : Tendsto (fun t : ℝ => ∑ σ, W σ * (t ^ cycleCount σ / t ^ Fintype.card α) * B σ)
        atTop (𝓝 (∑ σ, W σ * (if σ = 1 then 1 else 0) * B σ)) :=
      tendsto_finsetSum _ fun σ _ => ((hr σ).const_mul (W σ)).mul_const (B σ)
    have e : ∑ σ, W σ * (if σ = 1 then 1 else 0) * B σ = W 1 * B 1 := by simp
    rw [e] at h
    refine h.congr fun t => ?_
    rw [Finset.sum_div]
    exact Finset.sum_congr rfl fun σ _ => by ring
  have h := (hB A).div (hB fun _ => 1) (by simpa using h1)
  rw [mul_one, mul_div_cancel_left₀ _ h1] at h
  refine h.congr' ?_
  filter_upwards [eventually_gt_atTop (0 : ℝ)] with t ht
  simp only [Pi.div_apply, mul_one, average, partitionFn]
  rw [div_div_div_cancel_right₀ (pow_pos ht _).ne']

/-- For nonnegative weights with a positive identity weight, the mean cycle number has
`s`-derivative `Var(c) / s ≥ 0` at every `s > 0` and tends to the number of particles as `s`
grows. -/
theorem meanCycles_deriv_and_limit (hW : ∀ σ, 0 ≤ W σ) (h1 : 0 < W 1) :
    (∀ s : ℝ, 0 < s → HasDerivAt (meanCycles W) (varCycles W s / s) s ∧
      0 ≤ varCycles W s / s) ∧
    Tendsto (meanCycles W) atTop (𝓝 (Fintype.card α : ℝ)) := by
  refine ⟨fun s hs => ⟨?_, ?_⟩, ?_⟩
  · have hZ := (partitionFn_pos hW h1 hs).ne'
    rw [varCycles_eq hZ]
    exact hasDerivAt_average (fun σ => (cycleCount σ : ℝ)) hs.ne' hZ
  · exact div_nonneg (div_nonneg (Finset.sum_nonneg fun σ _ =>
      mul_nonneg (mul_nonneg (hW σ) (pow_nonneg hs.le _)) (sq_nonneg _))
      (partitionFn_pos hW h1 hs).le) hs.le
  · have h := tendsto_average (fun σ => (cycleCount σ : ℝ)) h1.ne'
    rw [(cycleCount_eq_card_iff (1 : Equiv.Perm α)).2 rfl] at h
    exact h

/-- For nonnegative weights with a positive identity weight, the probability that no particles
are exchanged does not decrease when the number `s > 0` of internal states is raised. -/
theorem noExchangeProb_mono (hW : ∀ σ, 0 ≤ W σ) (h1 : 0 < W 1) {t : ℝ} (hs : 0 < s)
    (hst : s ≤ t) : noExchangeProb W s ≤ noExchangeProb W t := by
  have e : ∀ u, noExchangeProb W u = W 1 * u ^ Fintype.card α / partitionFn W u := by
    intro u
    rw [← (cycleCount_eq_card_iff (1 : Equiv.Perm α)).2 rfl]
    simp [noExchangeProb, average]
  rw [e, e, div_le_div_iff₀ (partitionFn_pos hW h1 hs)
    (partitionFn_pos hW h1 (hs.trans_le hst)), partitionFn, partitionFn,
    Finset.mul_sum, Finset.mul_sum]
  -- compare the two sides permutation by permutation
  refine Finset.sum_le_sum fun σ _ => ?_
  obtain ⟨d, hd⟩ := Nat.exists_eq_add_of_le (cycleCount_le σ)
  rw [hd, pow_add, pow_add]
  have hpow : s ^ d ≤ t ^ d := pow_le_pow_left₀ hs.le hst d
  have hc : 0 ≤ W 1 * W σ * s ^ cycleCount σ * t ^ cycleCount σ :=
    mul_nonneg (mul_nonneg (mul_nonneg h1.le (hW σ)) (pow_nonneg hs.le _))
      (pow_nonneg (hs.le.trans hst) _)
  linarith [mul_le_mul_of_nonneg_left hpow hc]

end MulticomponentBosons
```

```lean
#print axioms MulticomponentBosons.card_spin_labellings
#print axioms MulticomponentBosons.meanCycles_deriv_and_limit
#print axioms MulticomponentBosons.noExchangeProb_mono
```

```
'MulticomponentBosons.card_spin_labellings' depends on axioms: [propext, Classical.choice, Quot.sound]
'MulticomponentBosons.meanCycles_deriv_and_limit' depends on axioms: [propext, Classical.choice, Quot.sound]
'MulticomponentBosons.noExchangeProb_mono' depends on axioms: [propext, Classical.choice, Quot.sound]
```

## From cycles to averages in Lean

`cycleSetoid` makes two particles equivalent when some integer power of σ takes one to the other, and `cycleCount` counts the classes. In `card_spin_labellings`, `hn` shows by induction that an invariant labelling is unchanged under natural powers of σ, and `hc` extends this to integer powers. The equivalence `e` then identifies invariant labellings with arbitrary functions on the set of cycles, whose number is k^c.

`cycleCount_le` uses the map from each particle to its cycle, which is surjective. If there are as many cycles as particles, this map is also injective. Since x and σ(x) share a cycle, they must be equal; this is the main direction of `cycleCount_eq_card_iff`.

In `hasDerivAt_average`, `hp` is the rule d(s^n)/ds = n s^n/s, `hN` sums it over permutations to give S_A′, and `fun_div` is the quotient rule. The auxiliary identity `alg` brings the result into covariance form. `varCycles_eq` expands the square, and `meanCycles_deriv_and_limit` combines the two by setting A = c.

The limit in `tendsto_average` follows the division by s^N: `hr` treats one permutation, `hB` the weighted sum. The last lines cancel the common power, which is allowed because t is eventually positive. In `noExchangeProb_mono`, `div_le_div_iff₀` cross-multiplies, `Finset.sum_le_sum` reduces the claim to single permutations, and `hpow` is s^d ≤ t^d.

## Fermions as negative s

The covariance formula in `hasDerivAt_average` requires only s ≠ 0 and Z(s) ≠ 0, with no sign condition on the weights. For fermions each permutation carries the sign (−1)^(N−c), so its weight with s internal states is

(−1)^N W(σ)(−s)^c(σ).

The prefactor cancels in averages, and fermions with s states correspond to the bosonic expressions evaluated at −s. The derivative of an average with respect to the number of states is again the covariance with c divided by s, now taken with signed weights. The "variance" of c can then be negative, and the argument for a rising mean cycle number no longer applies.
